# In finite dimensions, the Dalgarno-Lewis equation for a unit eigenvector is solvable exactly when its source has no component in that eigenvector's energy level

In `exists_solution_iff`, the Hamiltonian `H0` has a finite orthonormal eigenbasis `b` with real energies `e k`, and `y0` is a unit eigenvector of energy `E0`. The theorem says that a linear operator `F` with `(F H0 - H0 F) y0 = (V - E1) y0` exists exactly when `(V - E1) y0` is orthogonal to every basis state of energy `E0`. Here `V` is any linear operator and `E1` any real number. The forward direction projects the equation on those basis states. For the converse, the proof divides the other components of the source by their energy denominators, and takes for `F` the operator that multiplies the resulting vector by the inner product with `y0`.

This version doesn't compile in Lean 4 with Mathlib:

```lean
import Mathlib

open scoped InnerProductSpace

namespace DalgarnoLewis

noncomputable section

variable {𝕜 E ι : Type*} [RCLike 𝕜] [NormedAddCommGroup E] [InnerProductSpace 𝕜 E] [Fintype ι]

/-- The Dalgarno-Lewis equation `(F H0 - H0 F) y0 = (V - E1) y0` for the operator `F`. -/
def Solves (H0 V F : E →ₗ[𝕜] E) (y0 : E) (E1 : ℝ) : Prop :=
  F (H0 y0) - H0 (F y0) = V y0 - (E1 : 𝕜) • y0

/-- The component of `H0 x` along a state of an orthonormal eigenbasis is the energy of that state
times the component of `x`. -/
theorem inner_hamiltonian (b : OrthonormalBasis ι 𝕜 E) (e : ι → ℝ) (H0 : E →ₗ[𝕜] E)
    (hb : ∀ k, H0 (b k) = (e k : 𝕜) • b k) (k : ι) (x : E) :
    ⟪b k, H0 x⟫_𝕜 = (e k : 𝕜) * ⟪b k, x⟫_𝕜 := by
  classical
  have hx : H0 x = ∑ j, ⟪b j, x⟫_𝕜 • ((e j : 𝕜) • b j) := by
    conv_lhs => rw [← b.sum_repr' x]
    simp only [map_sum, map_smul, hb]
  have ho := orthonormal_iff_ite.mp b.orthonormal
  rw [hx, inner_sum]
  simp only [inner_smul_right, ho, mul_ite, mul_one, mul_zero, Finset.sum_ite_eq,
    Finset.mem_univ, if_true]
  ring

/-- The Dalgarno-Lewis equation projected on a state of an orthonormal eigenbasis: `(E0 - e k) <b k,
F y0> = <b k, (V - E1) y0>`. -/
theorem projected_equation (b : OrthonormalBasis ι 𝕜 E) (e : ι → ℝ) (H0 V F : E →ₗ[𝕜] E)
    (hb : ∀ k, H0 (b k) = (e k : 𝕜) • b k) {y0 : E} {E0 E1 : ℝ}
    (h0 : H0 y0 = (E0 : 𝕜) • y0) (hF : Solves H0 V F y0 E1) (k : ι) :
    ((E0 : 𝕜) - (e k : 𝕜)) * ⟪b k, F y0⟫_𝕜 = ⟪b k, V y0 - (E1 : 𝕜) • y0⟫_𝕜 := by
  unfold Solves at hF
  rw [← hF, h0, map_smul, inner_sub_right, inner_smul_right,
    inner_hamiltonian b e H0 hb]
  ring

/-- For a unit eigenvector `y0`, the Dalgarno-Lewis equation has a solution `F` exactly when
`(V - E1) y0` has no component along the basis states of energy `E0`. -/
theorem exists_solution_iff (b : OrthonormalBasis ι 𝕜 E) (e : ι → ℝ) (H0 V : E →ₗ[𝕜] E)
    (hb : ∀ k, H0 (b k) = (e k : 𝕜) • b k) {y0 : E} {E0 E1 : ℝ}
    (h0 : H0 y0 = (E0 : 𝕜) • y0) (hn : ‖y0‖ = 1) :
    (∃ F, Solves H0 V F y0 E1) ↔
      ∀ k, e k = E0 → ⟪b k, V y0 - (E1 : 𝕜) • y0⟫_𝕜 = 0 := by
  constructor
  · rintro ⟨F, hF⟩ k hk
    rw [← projected_equation b e H0 V F hb h0 hF k, hk, sub_self, zero_mul]
  · intro h
    -- divide each component of the source by its energy denominator
    obtain ⟨c, hc⟩ : ∃ c : ι → 𝕜, ∀ k,
        ((E0 : 𝕜) - (e k : 𝕜)) * c k = ⟪b k, V y0 - (E1 : 𝕜) • y0⟫_𝕜 := by
      refine ⟨fun k => ⟪b k, V y0 - (E1 : 𝕜) • y0⟫_𝕜 / ((E0 : 𝕜) - (e k : 𝕜)),
        fun k => ?_⟩
      by_cases hk : e k = E0
      · simp [h k hk]
      · refine mul_div_cancel₀ _ ?_ |> fun h => by first | exact h | skip
        intro h'
        exact hk (RCLike.ofReal_injective (K := 𝕜) (sub_eq_zero.mp h')).symm
    have h1 : ⟪y0, y0⟫_𝕜 = 1 := by simp [inner_self_eq_norm_sq_to_K, hn]
    refine ⟨(innerₛₗ 𝕜 y0).smulRight (∑ k, c k • b k), ?_⟩
    have hFy : (innerₛₗ 𝕜 y0).smulRight (∑ k, c k • b k) y0 = ∑ k, c k • b k := by
      simp [h1]
    unfold Solves
    rw [h0, map_smul, hFy, ← b.sum_repr' (V y0 - (E1 : 𝕜) • y0), map_sum,
      Finset.smul_sum, ← Finset.sum_sub_distrib]
    refine Finset.sum_congr rfl fun k _ => ?_
    rw [map_smul, hb, ← hc k]
    module

end

end DalgarnoLewis
```

Messages:

```
Main.lean:64:80: error: unsolved goals
𝕜 : Type u_1
E : Type u_2
ι : Type u_3
inst✝³ : RCLike 𝕜
inst✝² : NormedAddCommGroup E
inst✝¹ : InnerProductSpace 𝕜 E
inst✝ : Fintype ι
b : OrthonormalBasis ι 𝕜 E
e : ι → ℝ
H0 V : E →ₗ[𝕜] E
hb : ∀ (k : ι), H0 (b k) = ↑(e k) • b k
y0 : E
E0 E1 : ℝ
h0 : H0 y0 = ↑E0 • y0
hn : ‖y0‖ = 1
h : ∀ (k : ι), e k = E0 → ⟪b k, V y0 - ↑E1 • y0⟫_𝕜 = 0
c : ι → 𝕜
hc : ∀ (k : ι), (↑E0 - ↑(e k)) * c k = ⟪b k, V y0 - ↑E1 • y0⟫_𝕜
h1 : ⟪y0, y0⟫_𝕜 = 1
⊢ ↑‖y0‖ ^ 2 • ∑ k, c k • b k = ∑ k, c k • b k
Main.lean:65:12: warning: This simp argument is unused:
  h1

Hint: Omit it from the simp argument list.
  [apply] simp

Note: This linter can be disabled with `set_option linter.unusedSimpArgs false`
```

What went wrong. The error is in `hFy`, which says that the constructed `F` sends `y0` to the sum `∑ k, c k • b k`. This needs the inner product of `y0` with itself to be 1, and `h1` says just that. But `simp` rewrote that inner product as the squared norm, `↑‖y0‖ ^ 2`, and `h1` does not match this form. The goal was left with the factor `↑‖y0‖ ^ 2` in front of the sum, and the warning confirms that `h1` went unused.

The repair gives `simp` the hypothesis `hn : ‖y0‖ = 1` instead. It rewrites the norm that is actually in the goal, so the factor becomes 1 and drops out. `h1` then has no further use and is deleted.

The change to the division step is mere tidying, since Lean reported nothing there. The new version first proves that the energy denominator is nonzero, then cancels it.

Lean accepts the file once it reads:

```diff
@@ -57,11 +57,10 @@
       by_cases hk : e k = E0
       · simp [h k hk]
-      · refine mul_div_cancel₀ _ ?_ |> fun h => by first | exact h | skip
-        intro h'
-        exact hk (RCLike.ofReal_injective (K := 𝕜) (sub_eq_zero.mp h')).symm
-    have h1 : ⟪y0, y0⟫_𝕜 = 1 := by simp [inner_self_eq_norm_sq_to_K, hn]
+      · have hne : (E0 : 𝕜) - (e k : 𝕜) ≠ 0 := fun h' =>
+          hk (RCLike.ofReal_injective (K := 𝕜) (sub_eq_zero.mp h')).symm
+        exact (mul_div_assoc _ _ _).symm.trans (mul_div_cancel_left₀ _ hne)
     refine ⟨(innerₛₗ 𝕜 y0).smulRight (∑ k, c k • b k), ?_⟩
     have hFy : (innerₛₗ 𝕜 y0).smulRight (∑ k, c k • b k) y0 = ∑ k, c k • b k := by
-      simp [h1]
+      simp [hn]
     unfold Solves
     rw [h0, map_smul, hFy, ← b.sum_repr' (V y0 - (E1 : 𝕜) • y0), map_sum,
```
